# Spin-orbit coupling added to a fixed spin-independent Hamiltonian never raises the sum of the N lowest eigenvalues

Without a known sign for the spin-orbit contribution, a band energy that rises when the coupling is added to a fixed, non-magnetic Hamiltonian can pass for a physical effect when it is in fact an error. For finite Hermitian matrices and a fixed number of electrons, the file below proves that this energy is concave in the coupling strength and largest at zero coupling.

```lean
import Mathlib

open Matrix
open scoped Kronecker

namespace SpinOrbitBand

noncomputable section

variable {ι n : Type*} [Fintype ι] [DecidableEq ι] [Fintype n] [DecidableEq n]

/-- The sum of the `N` lowest eigenvalues, with multiplicity, of a Hermitian matrix: the least
total of `N` eigenvalues with distinct indices, for `N` at most the dimension. -/
def lowestSum {H : Matrix ι ι ℂ} (hH : H.IsHermitian) {N : ℕ} (hN : N ≤ Fintype.card ι) : ℝ :=
  (Finset.powersetCard N (Finset.univ : Finset ι)).inf'
    (Finset.powersetCard_nonempty.2 (by simpa using hN)) fun s => ∑ i ∈ s, hH.eigenvalues i

/-- The one-particle density matrix of an `N`-electron Slater determinant: a Hermitian
idempotent of trace `N`. -/
structure IsSlater (P : Matrix ι ι ℂ) (N : ℕ) : Prop where
  herm : Pᴴ = P
  idem : P * P = P
  trace : P.trace = N

/-- The Pauli matrices `σ_x, σ_y, σ_z`. -/
def pauli : Fin 3 → Matrix (Fin 2) (Fin 2) ℂ :=
  ![!![0, 1; 1, 0], !![0, -Complex.I; Complex.I, 0], !![1, 0; 0, -1]]

/-- The spin-orbit operator `∑ A_i ⊗ σ_i`. -/
def spinOrbit (A : Fin 3 → Matrix n n ℂ) : Matrix (n × Fin 2) (n × Fin 2) ℂ :=
  ∑ i, A i ⊗ₖ pauli i

/-- The band Hamiltonian `H0 ⊗ 1 + x ∑ A_i ⊗ σ_i` with spin-orbit strength `x`. -/
def hamiltonian (H0 : Matrix n n ℂ) (A : Fin 3 → Matrix n n ℂ) (x : ℝ) :
    Matrix (n × Fin 2) (n × Fin 2) ℂ :=
  H0 ⊗ₖ 1 + (x : ℂ) • spinOrbit A

/-- The operator `1 ⊗ σ_a`, which acts on spin alone. -/
def spinFlip (a : Fin 3) : Matrix (n × Fin 2) (n × Fin 2) ℂ := 1 ⊗ₖ pauli a

/-- A unitary change of the orbitals turns a Slater density into a Slater density. -/
theorem IsSlater.conj {P U : Matrix ι ι ℂ} {N : ℕ} (h : IsSlater P N) (hU : Uᴴ * U = 1) :
    IsSlater (U * P * Uᴴ) N where
  herm := by simp only [conjTranspose_mul, conjTranspose_conjTranspose, h.herm, Matrix.mul_assoc]
  idem := by
    calc U * P * Uᴴ * (U * P * Uᴴ) = U * P * (Uᴴ * U) * P * Uᴴ := by
          simp only [Matrix.mul_assoc]
      _ = U * P * Uᴴ := by rw [hU, Matrix.mul_one, Matrix.mul_assoc U P P, h.idem]
  trace := by
    rw [Matrix.trace_mul_comm, ← Matrix.mul_assoc, hU, Matrix.one_mul, h.trace]

/-- Occupations between 0 and 1 cannot give a lower energy than filling completely a set `s` of
levels that is lowest among sets of its size, if the total occupation is the size of `s`. -/
theorem filling_bound (e w : ι → ℝ) (s : Finset ι)
    (hmin : ∀ t : Finset ι, t.card = s.card → ∑ i ∈ s, e i ≤ ∑ i ∈ t, e i)
    (h0 : ∀ i, 0 ≤ w i) (h1 : ∀ i, w i ≤ 1) (hsum : ∑ i, w i = s.card) :
    ∑ i ∈ s, e i ≤ ∑ i, e i * w i := by
  -- exchanging a filled level for an empty one never lowers the energy
  have swap : ∀ i ∈ s, ∀ j, j ∉ s → e i ≤ e j := by
    intro i hi j hj
    have hj' : j ∉ s.erase i := fun h => hj (Finset.mem_of_mem_erase h)
    have h := hmin (insert j (s.erase i))
      (by rw [Finset.card_insert_of_notMem hj', Finset.card_erase_add_one hi])
    rw [Finset.sum_insert hj'] at h
    have h' := Finset.add_sum_erase s e hi
    linarith
  -- hence a Fermi level separates filled from empty levels
  obtain ⟨μ, hlo, hhi⟩ : ∃ μ : ℝ, (∀ i ∈ s, e i ≤ μ) ∧ ∀ j, j ∉ s → μ ≤ e j := by
    rcases s.eq_empty_or_nonempty with rfl | hs
    · obtain ⟨b, hb⟩ := (Set.finite_range e).bddBelow
      exact ⟨b, by simp, fun j _ => hb ⟨j, rfl⟩⟩
    · obtain ⟨m, hm, hmax⟩ := s.exists_max_image e hs
      exact ⟨e m, hmax, swap m hm⟩
  have key : ∑ i, (if i ∈ s then e i - μ else 0) ≤ ∑ i, (e i - μ) * w i := by
    refine Finset.sum_le_sum fun i _ => ?_
    split_ifs with h
    · nlinarith [mul_nonneg (sub_nonneg.2 (hlo i h)) (sub_nonneg.2 (h1 i))]
    · exact mul_nonneg (sub_nonneg.2 (hhi i h)) (h0 i)
  simp only [Finset.sum_ite_mem, Finset.univ_inter, Finset.sum_sub_distrib, sub_mul,
    ← Finset.mul_sum, hsum, Finset.sum_const, nsmul_eq_mul] at key
  linarith

/-- For a Hermitian matrix `H` there is an orthonormal basis in which, for every matrix `P`, the
real part of `tr (P H)` is the sum of the eigenvalues of `H` weighted by the real parts of the
diagonal elements of `P`. -/
theorem exists_eigenbasis {H : Matrix ι ι ℂ} (hH : H.IsHermitian) :
    ∃ U : Matrix ι ι ℂ, Uᴴ * U = 1 ∧ ∀ P : Matrix ι ι ℂ,
      (P * H).trace.re = ∑ j, hH.eigenvalues j * ((Uᴴ * P * U) j j).re := by
  let U : Matrix ι ι ℂ := hH.eigenvectorUnitary
  let D : Matrix ι ι ℂ := diagonal fun i => (hH.eigenvalues i : ℂ)
  have h : H = U * D * Uᴴ := by
    have h := hH.spectral_theorem
    rw [Unitary.conjStarAlgAut_apply] at h
    exact h
  refine ⟨U, Matrix.mem_unitaryGroup_iff'.1 hH.eigenvectorUnitary.2, fun P => ?_⟩
  have ht : (P * H).trace = (Uᴴ * P * U * D).trace := by
    calc (P * H).trace = (P * (U * D * Uᴴ)).trace := congrArg (fun X => (P * X).trace) h
      _ = (Uᴴ * P * U * D).trace := by
        rw [← Matrix.mul_assoc, Matrix.trace_mul_comm]
        simp only [Matrix.mul_assoc]
  rw [ht, Matrix.trace, Complex.re_sum]
  refine Finset.sum_congr rfl fun j _ => ?_
  rw [Matrix.diag_apply, Matrix.mul_diagonal, Complex.re_mul_ofReal, mul_comm]

/-- Variational principle for a Hermitian matrix: no `N`-electron Slater density has an energy below
the sum of the `N` lowest eigenvalues. -/
theorem lowestSum_le {H P : Matrix ι ι ℂ} (hH : H.IsHermitian) {N : ℕ}
    (hN : N ≤ Fintype.card ι) (hP : IsSlater P N) : lowestSum hH hN ≤ (P * H).trace.re := by
  obtain ⟨U, hU, hE⟩ := exists_eigenbasis hH
  have hQ : IsSlater (Uᴴ * P * U) N := by
    have h := hP.conj (U := Uᴴ) (by rw [conjTranspose_conjTranspose]; exact mul_eq_one_comm.1 hU)
    rwa [conjTranspose_conjTranspose] at h
  rw [hE P]
  generalize Uᴴ * P * U = Q at hQ
  -- Hermiticity and idempotency keep each occupation between 0 and 1
  have hd : ∀ j, (Q j j).re = ∑ l, Complex.normSq (Q j l) := by
    intro j
    have h := congrFun (congrFun hQ.idem j) j
    rw [Matrix.mul_apply] at h
    rw [← h, Complex.re_sum]
    refine Finset.sum_congr rfl fun l _ => ?_
    have hl : Q l j = star (Q j l) := (congrFun (congrFun hQ.herm l) j).symm
    rw [hl]
    simp [Complex.normSq_apply]
  have h0 : ∀ j, 0 ≤ (Q j j).re := fun j => by
    rw [hd j]
    exact Finset.sum_nonneg fun l _ => Complex.normSq_nonneg _
  have h1 : ∀ j, (Q j j).re ≤ 1 := fun j => by
    have h : Complex.normSq (Q j j) ≤ ∑ l, Complex.normSq (Q j l) :=
      Finset.single_le_sum (f := fun l => Complex.normSq (Q j l))
        (fun l _ => Complex.normSq_nonneg _) (Finset.mem_univ j)
    rw [← hd j, Complex.normSq_apply] at h
    nlinarith [mul_self_nonneg (Q j j).im]
  have hs : ∑ j, (Q j j).re = N := by
    have h := congrArg Complex.re hQ.trace
    rwa [Matrix.trace, Complex.re_sum, Complex.natCast_re] at h
  obtain ⟨s, hsN, hval⟩ := Finset.exists_mem_eq_inf'
    (Finset.powersetCard_nonempty.2 (by simpa using hN) :
      (Finset.powersetCard N (Finset.univ : Finset ι)).Nonempty)
    (fun s => ∑ i ∈ s, hH.eigenvalues i)
  have hc := (Finset.mem_powersetCard.1 hsN).2
  rw [lowestSum, hval]
  refine filling_bound _ _ s (fun t ht => ?_) h0 h1 (by rw [hs, hc])
  rw [← hval]
  exact Finset.inf'_le _ (Finset.mem_powersetCard.2 ⟨Finset.subset_univ t, ht.trans hc⟩)

/-- For a Hermitian matrix and `N` at most its dimension, some `N`-electron Slater density has the
sum of the `N` lowest eigenvalues as its energy. -/
theorem exists_ground_slater {H : Matrix ι ι ℂ} (hH : H.IsHermitian) {N : ℕ}
    (hN : N ≤ Fintype.card ι) : ∃ P, IsSlater P N ∧ (P * H).trace.re = lowestSum hH hN := by
  obtain ⟨U, hU, hE⟩ := exists_eigenbasis hH
  obtain ⟨s, hsN, hval⟩ := Finset.exists_mem_eq_inf'
    (Finset.powersetCard_nonempty.2 (by simpa using hN) :
      (Finset.powersetCard N (Finset.univ : Finset ι)).Nonempty)
    (fun s => ∑ i ∈ s, hH.eigenvalues i)
  have hc := (Finset.mem_powersetCard.1 hsN).2
  -- fill the eigenvectors in `s`
  let D : Matrix ι ι ℂ := diagonal fun i => if i ∈ s then 1 else 0
  have hD : IsSlater D N := by
    refine ⟨?_, ?_, ?_⟩
    · rw [Matrix.diagonal_conjTranspose]
      congr 1
      funext i
      by_cases h : i ∈ s <;> simp [h]
    · rw [Matrix.diagonal_mul_diagonal]
      congr 1
      funext i
      by_cases h : i ∈ s <;> simp [h]
    · simp [D, Matrix.trace_diagonal, hc]
  refine ⟨U * D * Uᴴ, hD.conj hU, ?_⟩
  have hback : Uᴴ * (U * D * Uᴴ) * U = D := by
    calc Uᴴ * (U * D * Uᴴ) * U = (Uᴴ * U) * D * (Uᴴ * U) := by simp only [Matrix.mul_assoc]
      _ = D := by rw [hU, Matrix.one_mul, Matrix.mul_one]
  have hj : ∀ j, hH.eigenvalues j * (D j j).re = if j ∈ s then hH.eigenvalues j else 0 := by
    intro j
    by_cases h : j ∈ s <;> simp [D, h]
  rw [hE, hback, lowestSum, hval]
  simp only [hj, Finset.sum_ite_mem, Finset.univ_inter]

/-- Each Pauli matrix is Hermitian and squares to one. -/
theorem pauli_herm_sq (a : Fin 3) : (pauli a)ᴴ = pauli a ∧ pauli a * pauli a = 1 := by
  constructor <;> fin_cases a <;> ext s t <;> fin_cases s <;> fin_cases t <;>
    simp [pauli, Matrix.mul_apply, Fin.sum_univ_two]

omit [Fintype n] [DecidableEq n] in
/-- The band Hamiltonian is Hermitian if `H0` and the three `A_i` are. -/
theorem hamiltonian_isHermitian {H0 : Matrix n n ℂ} {A : Fin 3 → Matrix n n ℂ}
    (h0 : H0.IsHermitian) (hA : ∀ i, (A i).IsHermitian) (x : ℝ) :
    (hamiltonian H0 A x).IsHermitian := by
  have h1 : ∀ i, (A i)ᴴ = A i := fun i => (hA i).eq
  have h2 : ∀ i, (pauli i)ᴴ = pauli i := fun i => (pauli_herm_sq i).1
  simp [Matrix.IsHermitian, hamiltonian, spinOrbit, conjTranspose_sum, conjTranspose_kronecker,
    h0.eq, h1, h2]

/-- The band energy `F(x)`: the sum of the `N` lowest eigenvalues of `H0 ⊗ 1 + x ∑ A_i ⊗ σ_i`. -/
def bandEnergy {H0 : Matrix n n ℂ} {A : Fin 3 → Matrix n n ℂ} (h0 : H0.IsHermitian)
    (hA : ∀ i, (A i).IsHermitian) {N : ℕ} (hN : N ≤ Fintype.card (n × Fin 2)) (x : ℝ) : ℝ :=
  lowestSum (hamiltonian_isHermitian h0 hA x) hN

/-- Spin averaging removes spin-orbit coupling: the Hamiltonian and its conjugates by the three
operators `1 ⊗ σ_a` add up to four times the Hamiltonian without coupling. -/
theorem spin_average (H0 : Matrix n n ℂ) (A : Fin 3 → Matrix n n ℂ) (x : ℝ) :
    hamiltonian H0 A x + ∑ a, spinFlip a * hamiltonian H0 A x * spinFlip a
      = (4 : ℂ) • hamiltonian H0 A 0 := by
  have hc : ∀ (B : Matrix n n ℂ) (τ : Matrix (Fin 2) (Fin 2) ℂ) (a : Fin 3),
      spinFlip a * (B ⊗ₖ τ) * spinFlip a = B ⊗ₖ (pauli a * τ * pauli a) := by
    intro B τ a
    rw [spinFlip, ← Matrix.mul_kronecker_mul, ← Matrix.mul_kronecker_mul, Matrix.one_mul,
      Matrix.mul_one]
  have tw : ∀ i, pauli 0 * pauli i * pauli 0 + pauli 1 * pauli i * pauli 1
      + pauli 2 * pauli i * pauli 2 = -pauli i := by
    intro i
    fin_cases i <;> ext s t <;> fin_cases s <;> fin_cases t <;> simp [pauli]
  have hK : ∑ a, spinFlip a * (H0 ⊗ₖ 1) * spinFlip a = (3 : ℂ) • (H0 ⊗ₖ 1) := by
    simp only [hc, Matrix.mul_one, (pauli_herm_sq _).2, Fin.sum_univ_three]
    module
  have hV : ∑ a, spinFlip a * spinOrbit A * spinFlip a = -spinOrbit A := by
    simp only [spinOrbit, Finset.mul_sum, Finset.sum_mul]
    rw [Finset.sum_comm, ← Finset.sum_neg_distrib]
    refine Finset.sum_congr rfl fun i _ => ?_
    rw [Fin.sum_univ_three, hc, hc, hc, ← Matrix.kronecker_add, ← Matrix.kronecker_add, tw]
    ext p q
    simp [Matrix.kroneckerMap_apply]
  simp only [hamiltonian, Matrix.mul_add, Matrix.add_mul, Matrix.mul_smul, Matrix.smul_mul,
    Finset.sum_add_distrib, ← Finset.smul_sum, hK, hV, Complex.ofReal_zero, zero_smul]
  module

/-- For Hermitian `H0` and `A_i` and any number `N` of electrons that the spin orbitals can hold,
the band energy is concave in the spin-orbit strength and is largest without coupling. -/
theorem bandEnergy_concave_and_le {H0 : Matrix n n ℂ} {A : Fin 3 → Matrix n n ℂ}
    (h0 : H0.IsHermitian) (hA : ∀ i, (A i).IsHermitian) {N : ℕ}
    (hN : N ≤ Fintype.card (n × Fin 2)) :
    ConcaveOn ℝ Set.univ (bandEnergy h0 hA hN) ∧
      ∀ x, bandEnergy h0 hA hN x ≤ bandEnergy h0 hA hN 0 := by
  constructor
  · refine ⟨convex_univ, fun x _ y _ a b ha hb hab => ?_⟩
    obtain ⟨P, hP, hE⟩ :=
      exists_ground_slater (hamiltonian_isHermitian h0 hA (a • x + b • y)) hN
    -- the energy of a fixed density is affine in the coupling
    have aff : ∀ z : ℝ, (P * hamiltonian H0 A z).trace.re
        = (P * (H0 ⊗ₖ 1)).trace.re + z * (P * spinOrbit A).trace.re := by
      intro z
      rw [hamiltonian, Matrix.mul_add, Matrix.mul_smul, Matrix.trace_add, Matrix.trace_smul,
        smul_eq_mul, Complex.add_re, Complex.re_ofReal_mul]
    have hx := lowestSum_le (hamiltonian_isHermitian h0 hA x) hN hP
    have hy := lowestSum_le (hamiltonian_isHermitian h0 hA y) hN hP
    rw [aff] at hx hy hE
    have hx' := mul_le_mul_of_nonneg_left hx ha
    have hy' := mul_le_mul_of_nonneg_left hy hb
    simp only [bandEnergy]
    rw [← hE]
    simp only [smul_eq_mul]
    linear_combination hx' + hy' + (P * (H0 ⊗ₖ 1)).trace.re * hab
  · intro x
    obtain ⟨P, hP, hE⟩ := exists_ground_slater (hamiltonian_isHermitian h0 hA 0) hN
    have hb := lowestSum_le (hamiltonian_isHermitian h0 hA x) hN hP
    -- the spin-rotated copies of the uncoupled ground state are trial states as well
    have ha : ∀ a, lowestSum (hamiltonian_isHermitian h0 hA x) hN
        ≤ (P * (spinFlip a * hamiltonian H0 A x * spinFlip a)).trace.re := by
      intro a
      have hR : (spinFlip a : Matrix (n × Fin 2) (n × Fin 2) ℂ)ᴴ = spinFlip a := by
        rw [spinFlip, conjTranspose_kronecker, conjTranspose_one, (pauli_herm_sq a).1]
      have hRR : (spinFlip a : Matrix (n × Fin 2) (n × Fin 2) ℂ)ᴴ * spinFlip a = 1 := by
        rw [hR, spinFlip, ← Matrix.mul_kronecker_mul, (pauli_herm_sq a).2, Matrix.one_mul,
          Matrix.one_kronecker_one]
      have h := lowestSum_le (hamiltonian_isHermitian h0 hA x) hN (hP.conj hRR)
      rw [hR, Matrix.mul_assoc, Matrix.mul_assoc, Matrix.trace_mul_comm] at h
      simpa only [Matrix.mul_assoc] using h
    have havg := congrArg (fun X => (P * X).trace.re) (spin_average H0 A x)
    simp only [Fin.sum_univ_three, Matrix.mul_add, Matrix.trace_add, Complex.add_re,
      Matrix.mul_smul, Matrix.trace_smul, smul_eq_mul, Complex.mul_re, Complex.re_ofNat,
      Complex.im_ofNat, zero_mul, sub_zero] at havg
    simp only [bandEnergy]
    linarith [ha 0, ha 1, ha 2]

/-- Scaling a spin-orbit coupling of either sign down by a factor `t` between 0 and 1 never lowers
the band energy, for Hermitian `H0` and `A_i`. -/
theorem bandEnergy_le_scaled {H0 : Matrix n n ℂ} {A : Fin 3 → Matrix n n ℂ}
    (h0 : H0.IsHermitian) (hA : ∀ i, (A i).IsHermitian) {N : ℕ}
    (hN : N ≤ Fintype.card (n × Fin 2)) (y : ℝ) {t : ℝ} (ht0 : 0 ≤ t) (ht1 : t ≤ 1) :
    bandEnergy h0 hA hN y ≤ bandEnergy h0 hA hN (t * y) := by
  obtain ⟨hconc, hmax⟩ := bandEnergy_concave_and_le h0 hA hN
  have h := hconc.2 (Set.mem_univ y) (Set.mem_univ 0) ht0 (sub_nonneg.2 ht1) (by ring)
  simp only [smul_eq_mul, mul_zero, add_zero] at h
  nlinarith [mul_nonneg (sub_nonneg.2 ht1) (sub_nonneg.2 (hmax y))]

end

end SpinOrbitBand
```

```lean
#print axioms SpinOrbitBand.lowestSum_le
#print axioms SpinOrbitBand.bandEnergy_le_scaled
```

```
'SpinOrbitBand.lowestSum_le' depends on axioms: [propext, Classical.choice, Quot.sound]
'SpinOrbitBand.bandEnergy_le_scaled' depends on axioms: [propext, Classical.choice, Quot.sound]
```

## The band energy as a function of coupling strength

The type `n` labels the spatial orbitals and `n × Fin 2` the spin orbitals. For Hermitian matrices \(H_0\) and \(A_0,A_1,A_2\) and real \(x\), `hamiltonian` is

\[
H(x)=H_0\otimes 1+xV,\qquad V=\sum_{i=0}^{2}A_i\otimes\sigma_i ,
\]

where \(\sigma_0,\sigma_1,\sigma_2\) stand for the Pauli matrices \(\sigma_x,\sigma_y,\sigma_z\). For a coupling \(\xi\,\mathbf L\cdot\mathbf S\) with \(\hbar=1\), for example, \(A_i=\xi L_i/2\).

The band energy \(F(x)\), `bandEnergy`, is the smallest total of \(N\) eigenvalues of \(H(x)\) with distinct indices, so degenerate levels count with their multiplicity. The hypothesis `hN` says that the \(N\) electrons fit into the spin orbitals. \(N\) may be odd, and no closed shell or gap is required.

The theorem `bandEnergy_concave_and_le` states that \(F\) is concave on the real line and that \(F(x)\le F(0)\) for every \(x\). By `bandEnergy_le_scaled`, \(F(y)\le F(ty)\) for \(0\le t\le1\): strengthening a coupling of either sign never raises the energy.

## What stays fixed: a spin-independent \(H_0\) and the electron number

The result can serve as a check on the sign of the energy change in one-shot spin-orbit calculations for non-interacting electrons in a finite basis, with \(H_0\) and \(N\) the same before and after. It cannot detect a wrong sign of the coupling itself, since the bound holds for both signs. A finite mesh of equally weighted k-points fits the model if `n` labels pairs of orbital and k-point and \(N\) counts all electrons on the mesh.

The statement leaves out self-consistent changes of \(H_0\), interaction energies and temperature. It also doesn't say that the energy strictly falls.

The form \(H_0\otimes1\) excludes exchange splitting and the Zeeman energy of the spin. The bound fails if an arbitrary spin-dependent Hermitian matrix is allowed there: for one electron in two orbitals with \(L_z=\pm1\) in a magnetic field along \(z\), in suitable units, \(L_z\otimes1+1\otimes\sigma_2+x\,L_z\otimes\sigma_2\) has lowest eigenvalue \(-2+x\) for \(0\le x\le1\), which rises from \(-2\) to \(-1\) as \(x\) goes from 0 to 1.

## Slater determinants as trial states

`IsSlater` describes an \(N\)-electron Slater determinant by its one-particle density matrix: \(P^\dagger=P\), \(P^2=P\), \(\operatorname{tr}P=N\). Its energy is \(\operatorname{tr}(PH)\), which Lean writes as a real part.

Let \(H\) have eigenvalues \(e_j\), with the eigenvectors as columns of \(U\), and put \(Q=U^\dagger PU\) and \(w_j=Q_{jj}\). Then `exists_eigenbasis` gives \(\operatorname{tr}(PH)=\sum_j e_jw_j\). Since \(Q\) is also a Hermitian idempotent,

\[
w_j=\sum_l|Q_{jl}|^2\ge w_j^2 ,
\]

so \(0\le w_j\le1\), while \(\sum_jw_j=N\).

Let \(s\) be a set of \(N\) indices with the smallest total. Exchanging a filled level for an empty one cannot lower that total, so some \(\mu\) satisfies \(e_i\le\mu\) for \(i\in s\) and \(e_j\ge\mu\) for \(j\notin s\). Hence

\[
\sum_je_jw_j-\sum_{i\in s}e_i=\sum_{j\notin s}(e_j-\mu)w_j+\sum_{i\in s}(\mu-e_i)(1-w_i)\ge0 .
\]

This is `filling_bound`, and `lowestSum_le` applies it to the occupations \(w_j\). Filling exactly the eigenvectors in \(s\) attains the minimum, which is `exists_ground_slater`.

## Concavity from a fixed density

Let \(z=ax+by\) with \(a,b\ge0\) and \(a+b=1\), and let \(P\) be optimal for \(H(z)\). The energy of this fixed \(P\) is affine in the coupling (`aff` in the proof), so

\[
F(z)=a\operatorname{tr}(PH(x))+b\operatorname{tr}(PH(y))\ge aF(x)+bF(y).
\]

The inequality is the variational principle at \(x\) and at \(y\); `linear_combination` adds the two weighted bounds.

## Spin rotations average the coupling away

Let \(R_a=1\otimes\sigma_a\), called `spinFlip`; up to a phase it rotates the spin by \(\pi\) about axis \(a\). The product \(\sigma_a\sigma_i\sigma_a\) is \(\sigma_i\) for \(a=i\) and \(-\sigma_i\) otherwise, so its sum over \(a\) is \(-\sigma_i\). Therefore \(\sum_aR_aVR_a=-V\), whereas \(H_0\otimes1\) is unchanged by each rotation. This gives `spin_average`:

\[
H(x)+\sum_{a=0}^{2}R_aH(x)R_a=4H(0).
\]

Now let \(P\) be optimal for \(H(0)\). By `IsSlater.conj`, each \(R_aPR_a\) is again a Slater density. Cyclicity of the trace gives

\[
4F(0)=\operatorname{tr}(PH(x))+\sum_{a=0}^{2}\operatorname{tr}(R_aPR_aH(x))\ge4F(x),
\]

because each of the four terms is the energy of a trial state for \(H(x)\). In Lean, `havg` is the averaged identity, `hb` and `ha` are the four bounds, and `linarith` combines them.

Concavity between \(y\) and \(0\) then yields the scaling result:

\[
F(ty)\ge tF(y)+(1-t)F(0)\ge F(y).
\]
